# For trial functions closed under stretching, the energy in a nonnegative potential of degree $k>0$ scales as $g^{2/(k+2)}$ with the coupling $g>0$

If I optimise the width of a trial function at one coupling and keep that width at another, the energy comes out too high. For the oscillator $p^2/2+g\,x^2/2$ with $\hbar=1$, the Gaussian that is best at $g=1$ gives $17/4$ at $g=16$, where the best value is $2$.

Letting the trial functions stretch should repair this. Write $T$ for the kinetic expectation value of a normalised trial function and $V$ for that of the potential without its coupling constant. If the potential is nonnegative and homogeneous of degree $k>0$, and every stretched trial function is again a trial function, then the lowest energy $E(g)=\inf\,(T+gV)$ should satisfy
$$E(g)=g^{2/(k+2)}\,E(1),\qquad g>0.$$
The usual argument is one line of dimensional analysis. Can it be made rigorous, without assuming that a minimiser exists, and checked by machine?

## One stretch absorbs the change of coupling

Yes. The argument needs only the set $S$ of pairs $(T,V)$ that the trial functions produce.

Let $\psi$ be a normalised function of $d$ coordinates, and let $\psi_l(x)=l^{d/2}\psi(lx)$ with $l>0$. This is again normalised, and it is narrower than $\psi$ when $l>1$. Each derivative brings down a factor $l$, so the kinetic expectation value becomes $l^2T$. For a potential $W$ with $W(\lambda x)=\lambda^kW(x)$ for $\lambda>0$, the substitution $y=lx$ gives
$$\int l^d|\psi(lx)|^2\,W(x)\,dx=\int|\psi(y)|^2\,W(y/l)\,dy=l^{-k}V.$$
Closure under stretching therefore means that $(T,V)\in S$ implies $(l^2T,\,l^{-k}V)\in S$ for all $l>0$.

For $g\ge0$ every trial energy $T+gV$ is at least $0$. Since $S$ is not empty, the greatest lower bound $E(g)$ exists.

Now let $g>0$ and multiply the coupling by $c>0$. Choose $l$ so that both terms of the energy gain the same factor, $l^2=c\,l^{-k}$, which gives $l=c^{1/(k+2)}$. Then
$$l^2T+cg\,l^{-k}V=c^{2/(k+2)}(T+gV),$$
because $1-\frac{k}{k+2}=\frac{2}{k+2}$. The left side is a trial energy at coupling $cg$, so
$$E(cg)\le c^{2/(k+2)}(T+gV)\quad\text{for every }(T,V)\in S.$$
Dividing by the positive factor shows that $c^{-2/(k+2)}E(cg)$ is a lower bound of the trial energies at $g$. It is therefore at most the greatest one:
$$E(cg)\le c^{2/(k+2)}E(g).$$
The same inequality, started from coupling $cg$ and multiplied by $1/c$, reads $E(g)\le c^{-2/(k+2)}E(cg)$. Together they give equality. Starting from unit coupling and multiplying it by $g$ gives the claim.

## When a trial pair attains the minimum

Suppose that $(T,V)\in S$ has $T+gV=E(g)$. The function $f(l)=l^2T+g\,l^{-k}V$ is then smallest at $l=1$, so
$$0=f'(1)=2T-kgV.$$
This is the virial relation $2T=k\,gV$. It is obtained here for a minimising pair, not for an arbitrary eigenstate.

It follows that $E(g)=T+gV=\frac{k+2}{2}\,gV$. Differentiating the scaling law gives
$$E'(g)=\frac{2}{k+2}\,\frac{E(g)}{g}=V,$$
a Hellmann–Feynman relation for the trial set.

For the oscillator, $T=\langle p^2\rangle/2$ and $V=\langle x^2\rangle/2$, and the uncertainty relation gives $TV\ge1/16$. Hence
$$(T+V)^2=(T-V)^2+4TV\ge\tfrac14,$$
so $T+V\ge\frac12$, with equality at $(\frac14,\frac14)$. With $k=2$ the scaling law gives $E(g)=\sqrt g/2$.

Here is the complete Lean file.

```lean
import Mathlib

open Set

namespace ScaledTrialFunctions

noncomputable section

/-- A nonempty set of pairs (kinetic, potential) of nonnegative expectation values, closed under
the stretch by any `l > 0`, for a potential of positive degree `k`. -/
structure IsScalingFamily (k : ℝ) (S : Set (ℝ × ℝ)) : Prop where
  degree_pos : 0 < k
  nonempty : S.Nonempty
  nonneg : ∀ p ∈ S, 0 ≤ p.1 ∧ 0 ≤ p.2
  scale : ∀ p ∈ S, ∀ l : ℝ, 0 < l → (l ^ 2 * p.1, l ^ (-k) * p.2) ∈ S

/-- The trial energies `T + g V` at coupling `g`. -/
def energies (S : Set (ℝ × ℝ)) (g : ℝ) : Set ℝ :=
  (fun p : ℝ × ℝ => p.1 + g * p.2) '' S

/-- The variational energy: the infimum of the trial energies at coupling `g`. -/
def energy (S : Set (ℝ × ℝ)) (g : ℝ) : ℝ := sInf (energies S g)

variable {k g c : ℝ} {S : Set (ℝ × ℝ)}

/-- At nonnegative coupling the variational energy is the greatest lower bound of the trial
energies. -/
theorem energy_isGLB (hS : IsScalingFamily k S) (hg : 0 ≤ g) :
    IsGLB (energies S g) (energy S g) := by
  refine isGLB_csInf (hS.nonempty.image _) ⟨0, ?_⟩
  rintro _ ⟨p, hp, rfl⟩
  exact add_nonneg (hS.nonneg p hp).1 (mul_nonneg hg (hS.nonneg p hp).2)

/-- At nonnegative coupling every trial pair gives an upper bound to the variational energy. -/
theorem energy_le (hS : IsScalingFamily k S) (hg : 0 ≤ g) {p : ℝ × ℝ} (hp : p ∈ S) :
    energy S g ≤ p.1 + g * p.2 :=
  (energy_isGLB hS hg).1 ⟨p, hp, rfl⟩

/-- For `k > 0` and `c > 0`, stretching by `c^(1/(k+2))` while multiplying the coupling by `c`
multiplies the trial energy by `c^(2/(k+2))`. -/
theorem stretched_energy (hk : 0 < k) (hc : 0 < c) (g T V : ℝ) :
    (c ^ (1 / (k + 2))) ^ 2 * T + c * g * ((c ^ (1 / (k + 2))) ^ (-k) * V)
      = c ^ (2 / (k + 2)) * (T + g * V) := by
  have hk2 : k + 2 ≠ 0 := by positivity
  have hi : (k + 2) * (k + 2)⁻¹ = 1 := mul_inv_cancel₀ hk2
  -- the kinetic factor
  have h1 : (c ^ (1 / (k + 2))) ^ 2 = c ^ (2 / (k + 2)) := by
    rw [← Real.rpow_natCast, ← Real.rpow_mul hc.le]
    congr 1
    push_cast
    ring
  -- the potential factor, including the coupling
  have h2 : c * (c ^ (1 / (k + 2))) ^ (-k) = c ^ (2 / (k + 2)) := by
    rw [← Real.rpow_mul hc.le]
    calc c * c ^ (1 / (k + 2) * -k) = c ^ (1 : ℝ) * c ^ (1 / (k + 2) * -k) := by
          rw [Real.rpow_one]
      _ = c ^ (1 + 1 / (k + 2) * -k) := (Real.rpow_add hc _ _).symm
      _ = c ^ (2 / (k + 2)) := by
          congr 1
          linear_combination (-1 : ℝ) * hi
  linear_combination T * h1 + g * V * h2

/-- For `c > 0` and `g > 0`, the variational energy at coupling `c g` is at most `c^(2/(k+2))` times
that at coupling `g`. -/
theorem energy_mul_le (hS : IsScalingFamily k S) (hc : 0 < c) (hg : 0 < g) :
    energy S (c * g) ≤ c ^ (2 / (k + 2)) * energy S g := by
  have hpos : 0 < c ^ (2 / (k + 2)) := Real.rpow_pos_of_pos hc _
  rw [← div_le_iff₀' hpos]
  apply (energy_isGLB hS hg.le).2
  rintro _ ⟨p, hp, rfl⟩
  rw [div_le_iff₀' hpos]
  have h := energy_le hS (mul_pos hc hg).le
    (hS.scale p hp (c ^ (1 / (k + 2))) (Real.rpow_pos_of_pos hc _))
  exact h.trans_eq (stretched_energy hS.degree_pos hc g p.1 p.2)

/-- Multiplying a positive coupling by `c > 0` multiplies the variational energy by `c^(2/(k+2))`.
-/
theorem energy_mul (hS : IsScalingFamily k S) (hc : 0 < c) (hg : 0 < g) :
    energy S (c * g) = c ^ (2 / (k + 2)) * energy S g := by
  have hpos : 0 < c ^ (2 / (k + 2)) := Real.rpow_pos_of_pos hc _
  apply le_antisymm (energy_mul_le hS hc hg)
  -- the same bound, used for the inverse change of coupling
  have h := energy_mul_le hS (inv_pos.2 hc) (mul_pos hc hg)
  rw [inv_mul_cancel_left₀ hc.ne', Real.inv_rpow hc.le] at h
  calc c ^ (2 / (k + 2)) * energy S g
      ≤ c ^ (2 / (k + 2)) * ((c ^ (2 / (k + 2)))⁻¹ * energy S (c * g)) :=
        mul_le_mul_of_nonneg_left h hpos.le
    _ = energy S (c * g) := mul_inv_cancel_left₀ hpos.ne' _

/-- The variational energy at coupling `g > 0` is the greatest lower bound of the trial energies,
and it equals `g^(2/(k+2))` times the energy at unit coupling. -/
theorem energy_scaling (hS : IsScalingFamily k S) (hg : 0 < g) :
    IsGLB (energies S g) (energy S g) ∧
      energy S g = g ^ (2 / (k + 2)) * energy S 1 := by
  refine ⟨energy_isGLB hS hg.le, ?_⟩
  have h := energy_mul hS hg one_pos
  rwa [mul_one] at h

/-- Virial relation: a trial pair that attains the variational energy at coupling `g > 0` has `2 T =
k g V`. -/
theorem virial (hS : IsScalingFamily k S) (hg : 0 < g) {p : ℝ × ℝ} (hp : p ∈ S)
    (hmin : p.1 + g * p.2 = energy S g) : 2 * p.1 = k * (g * p.2) := by
  -- the energy along the stretched family is least at `l = 1`
  have hev : ∀ᶠ l : ℝ in nhds 1, (1 : ℝ) ^ 2 * p.1 + g * ((1 : ℝ) ^ (-k) * p.2)
      ≤ l ^ 2 * p.1 + g * (l ^ (-k) * p.2) := by
    filter_upwards [Ioi_mem_nhds (zero_lt_one' ℝ)] with l hl
    have h := energy_le hS hg.le (hS.scale p hp l hl)
    rw [one_pow, Real.one_rpow, one_mul, one_mul, hmin]
    exact h
  have hloc : IsLocalMin (fun l : ℝ => l ^ 2 * p.1 + g * (l ^ (-k) * p.2)) 1 := hev
  have hd : HasDerivAt (fun l : ℝ => l ^ 2 * p.1 + g * (l ^ (-k) * p.2))
      (2 * p.1 - k * (g * p.2)) 1 := by
    have h := ((hasDerivAt_pow 2 (1 : ℝ)).mul_const p.1).fun_add
      (((Real.hasDerivAt_rpow_const (x := 1) (p := -k)
        (Or.inl one_ne_zero)).mul_const p.2).const_mul g)
    refine h.congr_deriv ?_
    simp only [Real.one_rpow, one_pow, Nat.cast_ofNat]
    ring
  linarith [hloc.hasDerivAt_eq_zero hd]

/-- If a trial pair attains the variational energy at coupling `g > 0`, the derivative of the energy
with respect to the coupling is the `V` of that pair. -/
theorem energy_hasDerivAt (hS : IsScalingFamily k S) (hg : 0 < g) {p : ℝ × ℝ} (hp : p ∈ S)
    (hmin : p.1 + g * p.2 = energy S g) : HasDerivAt (energy S) p.2 g := by
  have hk2 : k + 2 ≠ 0 := by linarith [hS.degree_pos]
  have hg0 : g ≠ 0 := hg.ne'
  have hE := (energy_scaling hS hg).2
  have hv := virial hS hg hp hmin
  have key : g ^ (2 / (k + 2)) * energy S 1 = (k + 2) / 2 * (g * p.2) := by
    linear_combination -hE - hmin + hv / 2
  have hd : HasDerivAt (fun x : ℝ => x ^ (2 / (k + 2)) * energy S 1) p.2 g := by
    refine ((Real.hasDerivAt_rpow_const (Or.inl hg0)).mul_const _).congr_deriv ?_
    rw [Real.rpow_sub_one hg0]
    calc 2 / (k + 2) * (g ^ (2 / (k + 2)) / g) * energy S 1
        = 2 / (k + 2) / g * (g ^ (2 / (k + 2)) * energy S 1) := by ring
      _ = p.2 := by
        rw [key]
        field_simp
  refine hd.congr_of_eventuallyEq ?_
  filter_upwards [Ioi_mem_nhds hg] with x hx
  exact (energy_scaling hS hx).2

/-- The nonnegative pairs with `T V ≥ 1/16`, the uncertainty bound for `T = ⟨p²⟩/2` and
`V = ⟨x²⟩/2` in units with `ħ = 1`. -/
def oscillatorPairs : Set (ℝ × ℝ) :=
  {p | 0 ≤ p.1 ∧ 0 ≤ p.2 ∧ 1 / 16 ≤ p.1 * p.2}

/-- The oscillator pairs form a scaling family of degree 2, and the pair `(1/4, 1/4)` attains
their variational energy `1/2` at unit coupling. -/
theorem oscillatorPairs_witness :
    IsScalingFamily 2 oscillatorPairs ∧ ((1 / 4, 1 / 4) : ℝ × ℝ) ∈ oscillatorPairs ∧
      energy oscillatorPairs 1 = 1 / 2 := by
  have hmem : ((1 / 4, 1 / 4) : ℝ × ℝ) ∈ oscillatorPairs := by
    refine ⟨?_, ?_, ?_⟩ <;> norm_num
  refine ⟨⟨two_pos, ⟨_, hmem⟩, fun p hp => ⟨hp.1, hp.2.1⟩, ?_⟩, hmem, ?_⟩
  · rintro ⟨T, V⟩ ⟨hT, hV, hTV⟩ l hl
    refine ⟨mul_nonneg (sq_nonneg l) hT, mul_nonneg (Real.rpow_nonneg hl.le _) hV, ?_⟩
    -- the product `T V` does not change under the stretch
    have h : l ^ 2 * l ^ (-2 : ℝ) = 1 := by
      rw [Real.rpow_neg hl.le, Real.rpow_two]
      exact mul_inv_cancel₀ (pow_ne_zero 2 hl.ne')
    have h' : l ^ 2 * T * (l ^ (-2 : ℝ) * V) = T * V := by
      linear_combination T * V * h
    exact hTV.trans_eq h'.symm
  · have hleast : IsLeast (energies oscillatorPairs 1) (1 / 2) := by
      refine ⟨⟨_, hmem, by norm_num⟩, ?_⟩
      rintro _ ⟨⟨T, V⟩, ⟨hT, hV, hTV⟩, rfl⟩
      dsimp only at hT hV hTV ⊢
      by_contra hlt
      have hlt' : 0 ≤ 1 / 2 - (T + V) := by linarith [not_le.1 hlt]
      nlinarith [sq_nonneg (T - V), mul_nonneg (add_nonneg hT hV) hlt', not_le.1 hlt]
    exact hleast.csInf_eq

/-- For the oscillator pairs the variational energy at coupling `g > 0` is `√g / 2`. -/
theorem oscillator_energy (hg : 0 < g) : energy oscillatorPairs g = √g / 2 := by
  rw [(energy_scaling oscillatorPairs_witness.1 hg).2, oscillatorPairs_witness.2.2,
    Real.sqrt_eq_rpow, show (2 : ℝ) / (2 + 2) = 1 / 2 by norm_num]
  ring

end

end ScaledTrialFunctions
```

```lean
#print axioms ScaledTrialFunctions.stretched_energy
-- 'ScaledTrialFunctions.stretched_energy' depends on axioms: [propext, Classical.choice, Quot.sound]
#print axioms ScaledTrialFunctions.energy_hasDerivAt
-- 'ScaledTrialFunctions.energy_hasDerivAt' depends on axioms: [propext, Classical.choice, Quot.sound]
#print axioms ScaledTrialFunctions.oscillator_energy
-- 'ScaledTrialFunctions.oscillator_energy' depends on axioms: [propext, Classical.choice, Quot.sound]
```

## How the trial set is encoded

A trial function enters only through a pair `p : ℝ × ℝ`, where `p.1` is $T$ and `p.2` is $V$. The coupling is kept out of `p.2`, so the same set `S` serves at every coupling. The structure `IsScalingFamily k S` collects the hypotheses:

- `degree_pos` says that the real number $k$ is positive.
- `nonempty` says that there is at least one trial pair.
- `nonneg` says that both expectation values are nonnegative. For $V$ this stands for a potential that is nowhere negative, such as a harmonic or quartic trap with its zero at the bottom.
- `scale` is closure under stretching. It stands for the homogeneity of the potential together with a trial set that contains all its stretched members.

`energies S g` is the set of values $T+gV$, and `energy S g` is its infimum `sInf`. Lean's `sInf` returns a number even for an empty or unbounded set, which is why `energy_scaling` has two parts. For $g>0$, the first says that `energy S g` is the greatest lower bound of the trial energies (`IsGLB`), and the second is the power law.

The theorem does not say that the infimum is attained. For the oscillator, leaving out the trial functions with $TV=1/16$ leaves the pairs of positive numbers with $TV>1/16$. This set satisfies the hypotheses with $k=2$, and its energies at $g=1$ have infimum $\frac12$, which no pair reaches. In `virial` and `energy_hasDerivAt`, attainment is therefore a separate hypothesis, `hmin`.

There are no wavefunctions or Hamiltonians in the file. The scaling of $T$ and $V$ computed above is the physical reason for assuming `scale`, and the uncertainty relation likewise motivates the definition of `oscillatorPairs`. The Coulomb potential, with degree $-1$ and attractive terms, is excluded. A sum of potentials of different degrees does not fit either, since its expectation value has no single factor $l^{-k}$.

## How the Lean proof follows the argument

`energy_isGLB` supplies the two facts that an infimum needs: the set of energies is nonempty and $0$ bounds it from below. `energy_le` extracts the variational bound for a single pair.

`stretched_energy` is the algebraic identity for $l=c^{1/(k+2)}$. Its step `h1` computes the kinetic factor and `h2` the potential factor including $c$. Both equal $c^{2/(k+2)}$, and `linear_combination` adds them with weights $T$ and $gV$.

`energy_mul_le` follows the infimum argument. It divides by the positive factor, uses the second half of `IsGLB` to reduce the claim to one arbitrary pair, and applies `energy_le` to the stretched pair. `energy_mul` then uses `le_antisymm`, with the reverse inequality coming from `energy_mul_le` at $c^{-1}$. `energy_scaling` applies this with starting coupling $1$ and factor $g$.

In `virial`, `hev` states that the stretched energies near $l=1$ are no lower than the one at $l=1$, and `hd` computes the derivative $2T-kgV$. The derivative at a local minimum is zero, which gives the relation.

In `energy_hasDerivAt`, `key` is the identity $E(g)=\frac{k+2}{2}gV$ with $E(g)$ written as a power law. The power law is differentiated, and the result is transferred to `energy S` because the two functions agree at all positive couplings, hence near $g$.

`oscillatorPairs_witness` checks the closure condition through the invariance of $TV$ under the stretch. It then shows that $\frac12$ is the least trial energy at unit coupling, with the square $(T-V)^2$ given to `nlinarith`. `oscillator_energy` inserts this value into the scaling law.

## Rescaling a Gaussian calculation

The result bears on variational calculations for particles in a trap, provided that the whole potential, including any interaction, is nonnegative and homogeneous of one positive degree, and that the coupling $g$ multiplies all of it. Changing the strength of the trap alone, with a fixed interaction, is not covered.

Suppose that the trial functions are combinations of Gaussians $e^{-ax^2}$ centred at the origin, with freely adjustable exponents $a$. Replacing $x$ by $lx$ multiplies each exponent by $l^2$. When the coupling changes from $g$ to $cg$, a code can therefore multiply all optimised exponents by $c^{2/(k+2)}$ and keep the relative weights of the normalised Gaussians. In the opening example $c=16$ and $k=2$, so the exponent grows by a factor of $4$ and the energy goes from $\frac12$ to $2$.

If a calculation at fixed $g$ returns $T>0$ and $V>0$ that violate the virial relation, the best uniform stretch follows from $f'(l)=0$:
$$l^{k+2}=\frac{k\,gV}{2T}.$$
A program can print the ratio $2T/(k\,gV)$ after the optimisation. A value away from $1$ shows that a change of overall scale would still lower the energy. This can happen with a finite basis of fixed exponents, because the functions it spans are not closed under stretching.
